# The value and Laplacian of a cubic polynomial at an octahedron's centre fix its sum over the vertices

`octahedron_rule` concerns a real polynomial of total degree at most 3 in the three coordinates of space, such as a potential of that form. It says that the sum of its values at the six points one unit from the origin along the coordinate axes, in both directions, equals six times its value at the origin plus its Laplacian there. The proof reduces this to single monomials by `low_degree_induction`, since both sides are additive in the polynomial. It then runs through all exponents from 0 to 3, where `omega` discards those of total degree above 3 and simplification followed by `ring` is meant to settle the rest.

This version doesn't compile in Lean 4 with Mathlib:

```lean
import Mathlib

open MvPolynomial

namespace OctahedronRule

noncomputable section

/-- The Laplacian of a real polynomial in three variables. -/
def laplacian (P : MvPolynomial (Fin 3) ℝ) : MvPolynomial (Fin 3) ℝ :=
  ∑ i, pderiv i (pderiv i P)

/-- The six vertices of a regular octahedron centred at the origin. -/
def octahedron : Fin 6 → Fin 3 → ℝ :=
  ![![1, 0, 0], ![-1, 0, 0], ![0, 1, 0], ![0, -1, 0], ![0, 0, 1], ![0, 0, -1]]

/-- The value of a monomial at a point of space. -/
theorem eval_monomial_three (v : Fin 3 → ℝ) (s : Fin 3 →₀ ℕ) (a : ℝ) :
    eval v (monomial s a) = a * (v 0 ^ s 0 * v 1 ^ s 1 * v 2 ^ s 2) := by
  rw [eval_monomial, Finsupp.prod_fintype _ _ (by simp), Fin.prod_univ_three]

/-- A property that holds for zero, is preserved by sums and holds for every real multiple of every
monomial of degree at most `L` holds for all polynomials of degree at most `L`. -/
theorem low_degree_induction {L : ℕ} {M : MvPolynomial (Fin 3) ℝ → Prop}
    (zero : M 0) (add : ∀ p q, M p → M q → M (p + q))
    (mono : ∀ (s : Fin 3 →₀ ℕ) (a : ℝ), s 0 + s 1 + s 2 ≤ L → M (monomial s a))
    {P : MvPolynomial (Fin 3) ℝ} (hP : P.totalDegree ≤ L) : M P := by
  have key : M (∑ s ∈ P.support, monomial s (coeff s P)) := by
    refine Finset.sum_induction _ M add zero (fun s hs => mono s _ ?_)
    have h := (le_totalDegree hs).trans hP
    rwa [Finsupp.sum_fintype _ _ (by simp), Fin.sum_univ_three] at h
  rwa [← P.as_sum] at key

/-- For every polynomial of degree at most 3, the sum over the octahedron is fixed by the value
and the Laplacian at the centre. -/
theorem octahedron_rule {P : MvPolynomial (Fin 3) ℝ} (hP : P.totalDegree ≤ 3) :
    ∑ k, eval (octahedron k) P = 6 * eval 0 P + eval 0 (laplacian P) := by
  refine low_degree_induction (M := fun P => ∑ k, eval (octahedron k) P
    = 6 * eval 0 P + eval 0 (laplacian P)) ?_ ?_ ?_ hP
  · simp [laplacian]
  · intro p q hp hq
    have hl : laplacian (p + q) = laplacian p + laplacian q := by
      simp [laplacian, Finset.sum_add_distrib]
    beta_reduce at hp hq ⊢
    simp only [hl, map_add, Finset.sum_add_distrib]
    linarith
  · intro s a hs
    simp only [laplacian, Fin.sum_univ_three, Fin.sum_univ_six, pderiv_monomial, map_add,
      eval_monomial_three, Finsupp.coe_tsub, Pi.sub_apply, Finsupp.single_apply, Pi.zero_apply]
    generalize s 0 = i at hs ⊢
    generalize s 1 = j at hs ⊢
    generalize s 2 = k at hs ⊢
    have hi : i ≤ 3 := by omega
    have hj : j ≤ 3 := by omega
    have hk : k ≤ 3 := by omega
    interval_cases i <;> interval_cases j <;> interval_cases k <;>
      first | omega | (simp only [octahedron, Matrix.cons_val]; norm_num <;> ring)

end

end OctahedronRule
```

The compiler's answer:

```
Try this:
  [apply] ring_nf
  
  The `ring` tactic failed to close the goal. Use `ring_nf` to obtain a normal form.
    
  Note that `ring` works primarily in *commutative* rings. If you have a noncommutative ring, abelian group or module, consider using `noncomm_ring`, `abel` or `module` instead.
Try this:
  [apply] ring_nf
  
  The `ring` tactic failed to close the goal. Use `ring_nf` to obtain a normal form.
    
  Note that `ring` works primarily in *commutative* rings. If you have a noncommutative ring, abelian group or module, consider using `noncomm_ring`, `abel` or `module` instead.
Try this:
  [apply] ring_nf
  
  The `ring` tactic failed to close the goal. Use `ring_nf` to obtain a normal form.
    
  Note that `ring` works primarily in *commutative* rings. If you have a noncommutative ring, abelian group or module, consider using `noncomm_ring`, `abel` or `module` instead.
Try this:
  [apply] ring_nf
  
  The `ring` tactic failed to close the goal. Use `ring_nf` to obtain a normal form.
    
  Note that `ring` works primarily in *commutative* rings. If you have a noncommutative ring, abelian group or module, consider using `noncomm_ring`, `abel` or `module` instead.
Main.lean:47:2: error: unsolved goals
case refine_3.«0».«1».«2»
P : MvPolynomial (Fin 3) ℝ
hP : P.totalDegree ≤ 3
s : Fin 3 →₀ ℕ
a : ℝ
i j k : ℕ
hi : 0 ≤ 3
hj : 1 ≤ 3
hk : 2 ≤ 3
hs : 0 + 1 + 2 ≤ 3
⊢ a = 0 ∨ ¬((1 - if 2 = 1 then 1 else 0) - if 2 = 1 then 1 else 0) = 0

case refine_3.«0».«2».«1»
P : MvPolynomial (Fin 3) ℝ
hP : P.totalDegree ≤ 3
s : Fin 3 →₀ ℕ
a : ℝ
i j k : ℕ
hi : 0 ≤ 3
hj : 2 ≤ 3
hk : 1 ≤ 3
hs : 0 + 2 + 1 ≤ 3
⊢ a = 0 ∨ ¬((1 - if 1 = 2 then 1 else 0) - if 1 = 2 then 1 else 0) = 0

case refine_3.«1».«0».«2»
P : MvPolynomial (Fin 3) ℝ
hP : P.totalDegree ≤ 3
s : Fin 3 →₀ ℕ
a : ℝ
i j k : ℕ
hi : 1 ≤ 3
hj : 0 ≤ 3
hk : 2 ≤ 3
hs : 1 + 0 + 2 ≤ 3
⊢ a = 0 ∨ ¬((1 - if 2 = 0 then 1 else 0) - if 2 = 0 then 1 else 0) = 0

case refine_3.«2».«0».«1»
P : MvPolynomial (Fin 3) ℝ
hP : P.totalDegree ≤ 3
s : Fin 3 →₀ ℕ
a : ℝ
i j k : ℕ
hi : 2 ≤ 3
hj : 0 ≤ 3
hk : 1 ≤ 3
hs : 2 + 0 + 1 ≤ 3
⊢ a = 0 ∨ ¬((1 - if 0 = 2 then 1 else 0) - if 0 = 2 then 1 else 0) = 0
```

Diagnosis. Four cases stay open, and the four `ring` messages say that `ring` failed to close a goal. In the first, the monomial is a multiple of y z². Its second z-derivative is a multiple of y, which vanishes at the origin because y still has exponent 1. Lean has that exponent as `(1 - if 2 = 1 then 1 else 0) - if 2 = 1 then 1 else 0`, where 2 and 1 are coordinate labels in `Fin 3` and the `if`s come from `Finsupp.single_apply`. Neither the `simp only` call nor `norm_num` evaluates these tests, so what is left is "`a = 0` or the exponent is not 0". This is true, but it is a disjunction, not an equation `ring` can prove. The other three goals have the same form.

The repair adds `Fin.reduceEq`, which decides equalities between numerals in `Fin 3`, and `reduceIte`, which then picks the right branch of each `if`. The exponents become plain numbers before `norm_num` runs, and the cases close. Setting the alternatives of `first` on separate lines is mere tidying.

The mended proof, as a diff:

```diff
@@ -55,5 +55,7 @@
     have hk : k ≤ 3 := by omega
     interval_cases i <;> interval_cases j <;> interval_cases k <;>
-      first | omega | (simp only [octahedron, Matrix.cons_val]; norm_num <;> ring)
+      first
+      | omega
+      | (simp only [octahedron, Matrix.cons_val, Fin.reduceEq, reduceIte]; norm_num <;> ring)
 
 end
```
